# A thin Ginzburg–Landau ring has a condensing winding at every flux exactly when its radius exceeds half a coherence length

A thin superconducting ring is threaded by magnetic flux. The phase of the order parameter must wind an integer number of times, so at most fluxes no winding cancels the vector potential, and the remaining supercurrent costs kinetic energy. In a small ring this cost can exceed the condensation energy.

Let R > 0 be the ring radius in coherence lengths, f the flux in units of h/2e, and n the integer winding number. With uniform amplitude, a state of winding n can have lower energy than the normal state exactly when

(n − f)² < R².

Every real f admits such an n exactly when R > 1/2. For R ≤ 1/2 the normal state is stable at every half-integer flux. The coherence length is the one at a fixed temperature below the bulk transition. It diverges at that transition, so every ring has R ≤ 1/2 close enough to it; the name destructive regime is used when R ≤ 1/2 holds even with the zero-temperature coherence length.

## Checking a ring solver at half-integer flux

For a solver that relaxes this Ginzburg–Landau energy by gradient flow on a one-dimensional ring with prescribed flux, the threshold is an exact test: at f = 1/2, small generic noise about the normal state should decay for R < 1/2 and eventually grow for R > 1/2, up to discretisation error. If the code scans a list of windings, the list must contain an integer nearest to f, or it can miss the condensed state.

## From the winding energy to the threshold

Let ψ be the order parameter in units of its bulk equilibrium value and θ the angle. The energy density relative to the normal state, in matching units, is

|(−i d/dθ − f)ψ|²/R² − |ψ|² + |ψ|⁴/2.

For ψ = a·exp(inθ) with real a, the covariant derivative gives (n − f)ψ, and |ψ|² = a². The density is therefore uniform:

αₙa² + a⁴/2, with αₙ = (n − f)²/R² − 1.

If αₙ ≥ 0, this is never negative. If αₙ < 0, choosing a² = −αₙ gives −αₙ²/2 < 0. So winding n condenses exactly when (n − f)² < R².

For a finite superposition ψ = Σ cₙ exp(inθ), the cross terms average to zero around the ring, and the mean quadratic energy is

Σ αₙ|cₙ|².

It is nonnegative for all amplitudes exactly when every αₙ ≥ 0: a single mode with cₙ = 1 shows necessity, and summing nonnegative terms shows sufficiency. Since round f is an integer nearest to f, stability of the normal state is equivalent to

R ≤ |f − round f|.

Now take f = m + 1/2 with m an integer. If n ≤ m, then f − n ≥ 1/2; otherwise n ≥ m + 1 and n − f ≥ 1/2. Hence (n − f)² ≥ 1/4 for all n, so R ≤ 1/2 gives stability, and a condensing winding at this flux requires R > 1/2. Conversely, every real f lies within 1/2 of round f, so R > 1/2 supplies a condensing winding at every flux.

## The Lean file

```lean
import Mathlib

namespace LittleParks

noncomputable section

/-- The order parameter on the ring with real amplitude `a` and winding number `n`,
as a function of the angle. -/
def windingState (a : ℝ) (n : ℤ) : ℝ → ℂ :=
  fun θ => (a : ℂ) * Complex.exp ((((n : ℝ) * θ : ℝ) : ℂ) * Complex.I)

/-- The Ginzburg-Landau energy density, relative to the normal state, on a thin ring of
radius `R` in coherence lengths threaded by `f` flux quanta. -/
def glDensity (R f : ℝ) (ψ : ℝ → ℂ) (θ : ℝ) : ℝ :=
  ‖-Complex.I * deriv ψ θ - (f : ℂ) * ψ θ‖ ^ 2 / R ^ 2 - ‖ψ θ‖ ^ 2 + ‖ψ θ‖ ^ 4 / 2

/-- The quadratic Ginzburg-Landau coefficient of the mode with winding number `n`. -/
def modeCoeff (R f : ℝ) (n : ℤ) : ℝ := ((n : ℝ) - f) ^ 2 / R ^ 2 - 1

/-- The quadratic part of the energy, averaged over the ring, for a finite superposition
of windings with complex amplitudes `c n`. -/
def quadraticEnergy (R f : ℝ) (c : ℤ →₀ ℂ) : ℝ :=
  c.sum fun n z => modeCoeff R f n * ‖z‖ ^ 2

/-- The normal state is stable if no finite superposition of windings has negative
quadratic energy. -/
def NormalStable (R f : ℝ) : Prop := ∀ c : ℤ →₀ ℂ, 0 ≤ quadraticEnergy R f c

/-- The angular derivative multiplies a winding state by `i n`. -/
theorem hasDerivAt_windingState (a : ℝ) (n : ℤ) (θ : ℝ) :
    HasDerivAt (windingState a n) (Complex.I * (n : ℂ) * windingState a n θ) θ := by
  have h1 : HasDerivAt (fun t : ℝ => (((n : ℝ) * t : ℝ) : ℂ) * Complex.I)
      (((n : ℝ) : ℂ) * Complex.I) θ := by
    have h := (((hasDerivAt_id' θ).const_mul (n : ℝ)).ofReal_comp).mul_const Complex.I
    exact h.congr_deriv (by simp)
  exact (h1.cexp.const_mul (a : ℂ)).congr_deriv (by
    simp only [windingState]
    push_cast
    ring)

/-- The energy density of a winding state is uniform: the mode coefficient times the
squared amplitude, plus the quartic term. -/
theorem glDensity_windingState (R f a : ℝ) (n : ℤ) (θ : ℝ) :
    glDensity R f (windingState a n) θ = modeCoeff R f n * a ^ 2 + a ^ 4 / 2 := by
  -- the covariant derivative acts as multiplication by `n - f`
  have hk : -Complex.I * (Complex.I * (n : ℂ) * windingState a n θ)
      - (f : ℂ) * windingState a n θ
      = (((n : ℝ) - f : ℝ) : ℂ) * windingState a n θ := by
    push_cast
    linear_combination (-(n : ℂ) * windingState a n θ) * Complex.I_sq
  have hn : ‖windingState a n θ‖ = |a| := by
    simp only [windingState]
    rw [norm_mul, Complex.norm_exp_ofReal_mul_I, mul_one, Complex.norm_real,
      Real.norm_eq_abs]
  have h4 : |a| ^ 4 = a ^ 4 := Even.pow_abs (by decide) a
  unfold glDensity modeCoeff
  rw [(hasDerivAt_windingState a n θ).deriv, hk, norm_mul, hn, Complex.norm_real,
    Real.norm_eq_abs, mul_pow, sq_abs, sq_abs, h4]
  ring

/-- The quadratic coefficient of winding `n` is negative exactly when the distance from
`n` to the flux is less than the radius. -/
theorem modeCoeff_neg_iff {R : ℝ} (hR : 0 < R) (f : ℝ) (n : ℤ) :
    modeCoeff R f n < 0 ↔ ((n : ℝ) - f) ^ 2 < R ^ 2 := by
  unfold modeCoeff
  rw [sub_neg, div_lt_one (by positivity)]

/-- Some uniform-amplitude state of winding `n` has lower energy than the normal state exactly when
`(n - f)² < R²`. -/
theorem winding_condenses_iff {R : ℝ} (hR : 0 < R) (f : ℝ) (n : ℤ) :
    (∃ a : ℝ, ∀ θ : ℝ, glDensity R f (windingState a n) θ < 0) ↔
      ((n : ℝ) - f) ^ 2 < R ^ 2 := by
  rw [← modeCoeff_neg_iff hR]
  constructor
  · rintro ⟨a, h⟩
    have h0 := h 0
    rw [glDensity_windingState] at h0
    by_contra hc
    have h2 := mul_nonneg (not_lt.mp hc) (sq_nonneg a)
    have h4 : 0 ≤ a ^ 4 := by positivity
    linarith
  · intro hm
    -- the equilibrium amplitude satisfies `a² = -modeCoeff`
    obtain ⟨a, ha⟩ : ∃ a : ℝ, a ^ 2 = -modeCoeff R f n :=
      ⟨Real.sqrt (-modeCoeff R f n), Real.sq_sqrt (by linarith)⟩
    refine ⟨a, fun θ => ?_⟩
    have h4 : a ^ 4 = modeCoeff R f n ^ 2 := by
      calc a ^ 4 = (a ^ 2) ^ 2 := by ring
        _ = modeCoeff R f n ^ 2 := by rw [ha]; ring
    rw [glDensity_windingState, ha, h4]
    nlinarith [mul_pos_of_neg_of_neg hm hm]

/-- The normal state is stable against all finite superpositions exactly when
`R² ≤ (n - f)²` for every winding number `n`. -/
theorem normalStable_iff {R : ℝ} (hR : 0 < R) (f : ℝ) :
    NormalStable R f ↔ ∀ n : ℤ, R ^ 2 ≤ ((n : ℝ) - f) ^ 2 := by
  constructor
  · intro h n
    -- test stability on a single mode of unit amplitude
    have h1 := h (Finsupp.single n 1)
    unfold quadraticEnergy at h1
    rw [Finsupp.sum_single_index (by simp), norm_one, one_pow, mul_one] at h1
    by_contra hc
    exact absurd ((modeCoeff_neg_iff hR f n).2 (not_le.mp hc)) (not_lt.mpr h1)
  · intro h c
    unfold quadraticEnergy Finsupp.sum
    refine Finset.sum_nonneg fun n _ => mul_nonneg ?_ (sq_nonneg _)
    exact not_lt.mp (mt (modeCoeff_neg_iff hR f n).mp (not_lt.mpr (h n)))

/-- The normal state is stable at flux `f` exactly when the radius does not exceed the
distance from `f` to the nearest integer. -/
theorem normalStable_iff_le_round {R : ℝ} (hR : 0 < R) (f : ℝ) :
    NormalStable R f ↔ R ≤ |f - (round f : ℝ)| := by
  rw [normalStable_iff hR]
  constructor
  · intro h
    have h1 := sq_le_sq.mp (h (round f))
    rwa [abs_of_pos hR, abs_sub_comm] at h1
  · intro h n
    rw [sq_le_sq, abs_of_pos hR, abs_sub_comm]
    exact h.trans (round_le f n)

/-- A half-integer flux is at least one half away from every winding number. -/
theorem half_integer_gap (m n : ℤ) :
    (1 / 2 : ℝ) ^ 2 ≤ ((n : ℝ) - ((m : ℝ) + 1 / 2)) ^ 2 := by
  rcases le_or_gt n m with h | h
  · have h1 : (n : ℝ) ≤ m := by exact_mod_cast h
    nlinarith [mul_nonneg (sub_nonneg.2 h1) (sub_nonneg.2 h1)]
  · have h1 : (m : ℝ) + 1 ≤ n := by exact_mod_cast h
    nlinarith [mul_nonneg (sub_nonneg.2 h1) (sub_nonneg.2 h1)]

/-- Every flux admits a winding number with `(n - f)² < R²` exactly when the radius
exceeds half a coherence length. -/
theorem superconducting_at_every_flux_iff {R : ℝ} (hR : 0 < R) :
    (∀ f : ℝ, ∃ n : ℤ, ((n : ℝ) - f) ^ 2 < R ^ 2) ↔ 1 / 2 < R := by
  constructor
  · intro h
    -- half a flux quantum is the most unfavourable flux
    obtain ⟨n, hn⟩ := h (((0 : ℤ) : ℝ) + 1 / 2)
    exact lt_of_pow_lt_pow_left₀ 2 hR.le (lt_of_le_of_lt (half_integer_gap 0 n) hn)
  · intro h f
    refine ⟨round f, ?_⟩
    have h1 := abs_sub_round f
    rw [sq_lt_sq, abs_of_pos hR, abs_sub_comm]
    linarith

/-- The radius is at most half a coherence length exactly when the normal state is stable
at every half-integer flux. -/
theorem destructive_regime_iff {R : ℝ} (hR : 0 < R) :
    R ≤ 1 / 2 ↔ ∀ m : ℤ, NormalStable R ((m : ℝ) + 1 / 2) := by
  constructor
  · intro h m
    exact (normalStable_iff hR _).2 fun n =>
      (pow_le_pow_left₀ hR.le h 2).trans (half_integer_gap m n)
  · intro h
    by_contra hc
    obtain ⟨n, hn⟩ :=
      (superconducting_at_every_flux_iff hR).2 (not_le.mp hc) (((0 : ℤ) : ℝ) + 1 / 2)
    exact absurd hn (not_lt.mpr ((normalStable_iff hR _).1 (h 0) n))

end

end LittleParks
```

```lean
#print axioms LittleParks.winding_condenses_iff
#print axioms LittleParks.normalStable_iff_le_round
#print axioms LittleParks.superconducting_at_every_flux_iff
#print axioms LittleParks.destructive_regime_iff
```

```
'LittleParks.winding_condenses_iff' depends on axioms: [propext, Classical.choice, Quot.sound]
'LittleParks.normalStable_iff_le_round' depends on axioms: [propext, Classical.choice, Quot.sound]
'LittleParks.superconducting_at_every_flux_iff' depends on axioms: [propext, Classical.choice, Quot.sound]
'LittleParks.destructive_regime_iff' depends on axioms: [propext, Classical.choice, Quot.sound]
```

## What the theorems cover, and how they are proved

`superconducting_at_every_flux_iff` states the threshold as an inequality about integers; `winding_condenses_iff` gives that inequality its energetic meaning. `destructive_regime_iff` covers the half-integer fluxes, and `normalStable_iff_le_round` any flux.

`NormalStable` means nonnegative quadratic energy, so it includes the marginal case R = |f − round f|, which is R = 1/2 at half-integer flux. The type `ℤ →₀ ℂ` holds complex amplitudes with finitely many nonzero entries. `quadraticEnergy` is defined as the mode sum; the averaging that leads to it is done above, not in Lean.

The model is mean-field, with an order parameter uniform across the wall and no field from the supercurrent. R is fixed, so the file contains no temperature and does not derive the Little–Parks oscillation of the critical temperature.

The proofs follow the derivation:

- `hasDerivAt_windingState` applies the chain rule, and `glDensity_windingState` uses i² = −1 to obtain the factor n − f.
- `winding_condenses_iff` takes a square root to get the amplitude with a² = −αₙ.
- `normalStable_iff` tests `Finsupp.single n 1` in one direction and sums nonnegative terms in the other.
- `half_integer_gap` splits into n ≤ m and n > m, with `nlinarith` closing each case.
- The threshold theorem uses flux 1/2 for necessity and `abs_sub_round`, the bound |f − round f| ≤ 1/2, for sufficiency.
